# NESC with U fixed at 1 collapses onto an attractive point nucleus

Put one electron in the Gaussian $g(r)=e^{-ar^2}$ around a point nucleus of charge $Z>0$, in atomic units with speed of light $c>0$. The normalized elimination of the small component (NESC) writes the Dirac energy in terms of the large component alone; an operator $U$ relates the large component to the pseudo-large component, from which the small one is built. Setting $U=1$ gives the energy $N/D$, with

$$N=\int_0^\infty\Big(\frac{g'^2}{2}-\frac{Zg^2}{r}-\frac{Zg'^2}{4c^2r}\Big)r^2dr,\qquad D=\int_0^\infty\Big(g^2+\frac{g'^2}{4c^2}\Big)r^2dr .$$

With $s=\sqrt{\pi}/(8\sqrt2)$, the Gaussian integrals are

$$N=\frac{3s}{2\sqrt a}-\frac{Z}{4a}-\frac{Z}{8c^2},\qquad D=\frac{s}{a^{3/2}}+\frac{3s}{4c^2\sqrt a}.$$

As $a$ grows, the attraction felt by the small component stays at $-Z/(8c^2)$ while the norm $D$ shrinks to zero. The energy therefore falls without bound, like $-Z\sqrt a/(6s)\approx-1.064\,Z\sqrt a$.

For $Z=80$ and $c=137$, with rounded coefficients,

$$\frac ND=\frac{1.5\,a-127.66\sqrt a-0.003401\,a^{3/2}}{1+3.996\cdot10^{-5}\,a},$$

which is about $-8.3\cdot10^2$ at $a=10^4$, $-5.0\cdot10^4$ at $a=10^6$ and $-8.1\cdot10^5$ at $a=10^8$. The exact Dirac ground-state energy, without the rest energy, is $c\sqrt{c^2-Z^2}-c^2\approx-3.5\cdot10^3$.

If $c\to\infty$ at fixed $a$, the energy becomes $\tfrac32a-2\sqrt{2/\pi}\,Z\sqrt a$, whose minimum is the finite value $-4Z^2/(3\pi)$. The collapse belongs to finite $c$.

```lean
import Mathlib

open MeasureTheory Filter Set Topology

namespace NESCCollapse

noncomputable section
```

## Energy and metric as functionals of the radial function

The third term of $N$ is the expectation value of $(\sigma\cdot p)V(\sigma\cdot p)/(4c^2)$ with $V=-Z/r$, which for a real s-type function reduces to the integral of $V g'^2/(4c^2)$. The common angular factor $4\pi$ cancels in the quotient. In Lean, `Ioi 0` is the interval $(0,\infty)$ and `deriv g` is the derivative where it exists and 0 elsewhere. Lean therefore accepts any function $g$, but if $g$ jumps at some $r>0$ or the integrals diverge, the number it assigns to the numerator has no physical meaning.

```lean
/-- Numerator of the NESC energy with `U = 1` for a radial function `g` in the potential `-Z/r`:
kinetic energy, nuclear attraction and the small-component attraction; for `c ≠ 0`. -/
def nescEnergy (Z c : ℝ) (g : ℝ → ℝ) : ℝ :=
  ∫ r in Ioi (0 : ℝ), ((deriv g r) ^ 2 / 2 - Z * (g r) ^ 2 / r
    - Z * (deriv g r) ^ 2 / (4 * c ^ 2 * r)) * r ^ 2
```

The metric adds the density of the small component to that of the large one.

```lean
/-- The NESC metric with `U = 1`: large-component plus small-component density; for `c ≠ 0`. -/
def nescNorm (c : ℝ) (g : ℝ → ℝ) : ℝ :=
  ∫ r in Ioi (0 : ℝ), ((g r) ^ 2 + (deriv g r) ^ 2 / (4 * c ^ 2)) * r ^ 2
```

The trial function need not be normalised, because the energy is the quotient.

```lean
/-- The NESC energy expectation value with `U = 1`, for `c ≠ 0` and `g` of nonzero norm. -/
def nescQuotient (Z c : ℝ) (g : ℝ → ℝ) : ℝ := nescEnergy Z c g / nescNorm c g
```

## Contraction and the four radial integrals

Pulling $g$ towards the nucleus by a factor $k$ gives $g_k(r)=g(kr)$.

```lean
/-- The radial function `g` contracted towards the nucleus by the factor `k`. -/
def contract (k : ℝ) (g : ℝ → ℝ) (r : ℝ) : ℝ := g (k * r)
```

Everything that follows is expressed through integrals of the form $\int_0^\infty f^2r^n\,dr$. Four of them occur:

$$S=\int g^2r^2,\quad A=\int g^2r,\quad K=\int g'^2r^2,\quad B=\int g'^2r .$$

```lean
/-- The radial integral of `f² rⁿ` over `(0, ∞)`. -/
def moment (f : ℝ → ℝ) (n : ℕ) : ℝ := ∫ r in Ioi (0 : ℝ), f r ^ 2 * r ^ n
```

Their convergence is a separate condition.

```lean
/-- The radial integral of `f² rⁿ` over `(0, ∞)` converges. -/
def FiniteMoment (f : ℝ → ℝ) (n : ℕ) : Prop :=
  IntegrableOn (fun r => f r ^ 2 * r ^ n) (Ioi (0 : ℝ))
```

An admissible $g$ has all four integrals finite, is continuously differentiable, and has nonzero slope somewhere on $r>0$. Given the finite norm, the slope condition excludes only functions that vanish on $r>0$. Differentiability is required on the whole real line, although only $r>0$ enters the integrals. A Slater function $e^{-\zeta r}$ with $\zeta>0$ meets these conditions; a function with the weak singularity of the Dirac 1s state at a point nucleus does not.

```lean
/-- Admissible trial functions: continuously differentiable, not constant on `r > 0`, and with
finite norm, nuclear attraction, kinetic energy and small-component attraction. -/
structure Admissible (g : ℝ → ℝ) : Prop where
  smooth : ContDiff ℝ 1 g
  nonconst : ∃ r, 0 < r ∧ deriv g r ≠ 0
  norm : FiniteMoment g 2
  attraction : FiniteMoment g 1
  kinetic : FiniteMoment (deriv g) 2
  small : FiniteMoment (deriv g) 1
```

## Scaling of the numerator and the metric

The chain rule gives $g_k'(r)=k\,g'(kr)$.

```lean
/-- For continuously differentiable `g`, the slope of `contract k g` at `r` is `k` times the slope
of `g` at `k r`. -/
theorem deriv_contract {g : ℝ → ℝ} (hg : ContDiff ℝ 1 g) (k r : ℝ) :
    deriv (contract k g) r = k * deriv g (k * r) := by
  have h1 : HasDerivAt (fun x : ℝ => k * x) k r :=
    ((hasDerivAt_id' r).const_mul k).congr_deriv (mul_one k)
  have h2 : HasDerivAt g (deriv g (k * r)) (k * r) :=
    ((contDiff_one_iff_deriv.1 hg).1 _).hasDerivAt
  have h3 := HasDerivAt.comp r h2 h1
  rw [show contract k g = g ∘ (fun x => k * x) from rfl, h3.deriv, mul_comm]
```

Substitute $x=kr$, $dr=dx/k$. The kinetic integral scales as $k^2\cdot k^{-3}$, the nuclear attraction as $k^{-2}$, and the small-component attraction as $k^2\cdot k^{-2}=1$:

$$N[g_k]=\frac{K}{2k}-\frac{ZA}{k^2}-\frac{ZB}{4c^2}=\frac1k\Big(\frac K2-\frac{Z}{k}A-\frac{Zk}{4c^2}B\Big).$$

The proof first writes the integrand as a function `F` of $kr$ alone, with `linear_combination` checking the algebra at each $r>0$. It then changes variables with `integral_comp_mul_left_Ioi` and splits the integral, which uses the finiteness conditions.

```lean
/-- Scaling law of the NESC energy numerator for an admissible function contracted by `k > 0`. -/
theorem nescEnergy_contract {g : ℝ → ℝ} (hg : Admissible g) {k : ℝ} (hk : 0 < k) (Z c : ℝ) :
    nescEnergy Z c (contract k g) = k⁻¹ * (moment (deriv g) 2 / 2 - Z / k * moment g 1
      - Z * k / (4 * c ^ 2) * moment (deriv g) 1) := by
  have hk2 : k⁻¹ * k = 1 := inv_mul_cancel₀ hk.ne'
  obtain ⟨F, hF⟩ : ∃ F : ℝ → ℝ, F = fun x => 1 / 2 * (deriv g x ^ 2 * x ^ 2)
      + -(Z / k) * (g x ^ 2 * x ^ 1)
      + -(Z * k / (4 * c ^ 2)) * (deriv g x ^ 2 * x ^ 1) := ⟨_, rfl⟩
  -- the integrand is a function of `k r` alone
  have hpt : nescEnergy Z c (contract k g) = ∫ r in Ioi (0 : ℝ), F (k * r) := by
    unfold nescEnergy
    refine setIntegral_congr_fun measurableSet_Ioi fun r hr => ?_
    have hr0 : r ≠ 0 := (Set.mem_Ioi.1 hr).ne'
    have hr2 : r⁻¹ * r ^ 2 = r := by rw [sq, ← mul_assoc, inv_mul_cancel₀ hr0, one_mul]
    simp only [deriv_contract hg.smooth, hF]
    simp only [contract]
    linear_combination (-Z * g (k * r) ^ 2
      - Z * k ^ 2 * deriv g (k * r) ^ 2 / (4 * c ^ 2)) * hr2 + (Z * g (k * r) ^ 2 * r) * hk2
  have h1 : Integrable (fun x => deriv g x ^ 2 * x ^ 2) (volume.restrict (Ioi 0)) := hg.kinetic
  have h2 : Integrable (fun x => g x ^ 2 * x ^ 1) (volume.restrict (Ioi 0)) := hg.attraction
  have h3 : Integrable (fun x => deriv g x ^ 2 * x ^ 1) (volume.restrict (Ioi 0)) := hg.small
  have h12 : Integrable (fun x => 1 / 2 * (deriv g x ^ 2 * x ^ 2)
      + -(Z / k) * (g x ^ 2 * x ^ 1)) (volume.restrict (Ioi 0)) :=
    (h1.const_mul _).add (h2.const_mul _)
  have hint : ∫ x in Ioi (0 : ℝ), F x = 1 / 2 * moment (deriv g) 2 + -(Z / k) * moment g 1
      + -(Z * k / (4 * c ^ 2)) * moment (deriv g) 1 := by
    simp only [hF, moment]
    rw [integral_add h12 (h3.const_mul _), integral_add (h1.const_mul _) (h2.const_mul _),
      integral_const_mul, integral_const_mul, integral_const_mul]
  rw [hpt, integral_comp_mul_left_Ioi F 0 hk, mul_zero, smul_eq_mul, hint]
  ring
```

The same substitution in the metric gives

$$D[g_k]=\frac{S}{k^3}+\frac{K}{4c^2k}=\frac1k\Big(\frac{S}{k^2}+\frac{K}{4c^2}\Big).$$

```lean
/-- Scaling law of the NESC metric for an admissible function contracted by `k > 0`. -/
theorem nescNorm_contract {g : ℝ → ℝ} (hg : Admissible g) {k : ℝ} (hk : 0 < k) (c : ℝ) :
    nescNorm c (contract k g)
      = k⁻¹ * (moment g 2 / k ^ 2 + moment (deriv g) 2 / (4 * c ^ 2)) := by
  have hk2 : k⁻¹ * k = 1 := inv_mul_cancel₀ hk.ne'
  obtain ⟨F, hF⟩ : ∃ F : ℝ → ℝ, F = fun x => (k⁻¹) ^ 2 * (g x ^ 2 * x ^ 2)
      + 1 / (4 * c ^ 2) * (deriv g x ^ 2 * x ^ 2) := ⟨_, rfl⟩
  have hpt : nescNorm c (contract k g) = ∫ r in Ioi (0 : ℝ), F (k * r) := by
    unfold nescNorm
    refine setIntegral_congr_fun measurableSet_Ioi fun r _ => ?_
    simp only [deriv_contract hg.smooth, hF]
    simp only [contract]
    linear_combination (-(g (k * r) ^ 2 * r ^ 2) * (k⁻¹ * k + 1)) * hk2
  have h1 : Integrable (fun x => g x ^ 2 * x ^ 2) (volume.restrict (Ioi 0)) := hg.norm
  have h2 : Integrable (fun x => deriv g x ^ 2 * x ^ 2) (volume.restrict (Ioi 0)) := hg.kinetic
  have hint : ∫ x in Ioi (0 : ℝ), F x
      = (k⁻¹) ^ 2 * moment g 2 + 1 / (4 * c ^ 2) * moment (deriv g) 2 := by
    simp only [hF, moment]
    rw [integral_add (h1.const_mul _) (h2.const_mul _), integral_const_mul, integral_const_mul]
  rw [hpt, integral_comp_mul_left_Ioi F 0 hk, mul_zero, smul_eq_mul, hint]
  ring
```

## The rate of collapse

The limit will have $K$ in its denominator and $B$ in its numerator, so both must be positive. If a continuous $f$ is nonzero at some $r>0$, it is nonzero on an open interval around that point. There $f^2r^n>0$, and elsewhere on $r>0$ it is nonnegative, so the integral is positive. Lean expresses this through the positive measure of a nonempty open set.

```lean
/-- A convergent radial integral of `f² rⁿ` is positive if `f` is continuous and does not vanish
identically on `r > 0`. -/
theorem moment_pos {f : ℝ → ℝ} (hf : Continuous f) (hne : ∃ r, 0 < r ∧ f r ≠ 0) {n : ℕ}
    (hint : FiniteMoment f n) : 0 < moment f n := by
  have hcont : Continuous (fun r : ℝ => f r ^ 2 * r ^ n) := by fun_prop
  have hnn : 0 ≤ᵐ[volume.restrict (Ioi (0 : ℝ))] (fun r : ℝ => f r ^ 2 * r ^ n) := by
    filter_upwards [ae_restrict_mem measurableSet_Ioi] with r hr
    exact mul_nonneg (sq_nonneg _) (pow_nonneg (le_of_lt hr) n)
  refine (setIntegral_pos_iff_support_of_nonneg_ae hnn hint).2 ?_
  -- the integrand is nonzero on a nonempty open set
  obtain ⟨r, hr, hfr⟩ := hne
  exact (hcont.isOpen_support.inter isOpen_Ioi).measure_pos volume
    ⟨r, mul_ne_zero (pow_ne_zero 2 hfr) (pow_ne_zero n hr.ne'), hr⟩
```

Divide the energy by $k$ and put $x=1/k$:

$$\frac{N[g_k]}{k\,D[g_k]}=\varphi(x)=\frac{\tfrac K2x-ZAx^2-\tfrac{ZB}{4c^2}}{Sx^2+\tfrac{K}{4c^2}}\;\longrightarrow\;\varphi(0)=-\frac{ZB}{K}.$$

The factors $4c^2$ cancel, so the limiting rate does not depend on $c$. This statement allows any real $Z$. In the proof, `generalize` replaces the integrals by the letters above, `hcont` is the continuity of $\varphi$ at zero, and the scaling laws identify $\varphi(1/k)$ with the quotient for $k>0$.

```lean
/-- Rate of collapse: for `c > 0` and admissible `g`, the NESC energy of `g` contracted by `k`,
divided by `k`, tends to `-Z ∫ g'² r / ∫ g'² r²` as `k` grows. -/
theorem collapse_rate {g : ℝ → ℝ} (hg : Admissible g) (Z : ℝ) {c : ℝ} (hc : 0 < c) :
    Tendsto (fun k => nescQuotient Z c (contract k g) / k) atTop
      (𝓝 (-(Z * moment (deriv g) 1 / moment (deriv g) 2))) := by
  have hK := moment_pos (contDiff_one_iff_deriv.1 hg.smooth).2 hg.nonconst hg.kinetic
  have hE := fun (k : ℝ) (hk : 0 < k) => nescEnergy_contract hg hk Z c
  have hN := fun (k : ℝ) (hk : 0 < k) => nescNorm_contract hg hk c
  generalize moment (deriv g) 2 = K at *
  generalize moment (deriv g) 1 = B at *
  generalize moment g 1 = A at *
  generalize moment g 2 = S at *
  have hden : 0 < S * 0 ^ 2 + K / (4 * c ^ 2) := by
    have : 0 < K / (4 * c ^ 2) := by positivity
    linarith
  -- the ratio is a function of `1/k` that is continuous at zero
  obtain ⟨φ, hφ⟩ : ∃ φ : ℝ → ℝ, φ = fun x => (K / 2 * x - Z * A * x ^ 2 - Z * B / (4 * c ^ 2))
      / (S * x ^ 2 + K / (4 * c ^ 2)) := ⟨_, rfl⟩
  have hcont : ContinuousAt φ 0 := by
    rw [hφ]
    exact ContinuousAt.div (by fun_prop) (by fun_prop) hden.ne'
  have h0 : φ 0 = -(Z * B / K) := by
    have hK0 := hK.ne'
    simp only [hφ]
    rw [div_eq_iff hden.ne']
    field_simp
    ring
  have hlim := hcont.tendsto.comp tendsto_inv_atTop_zero
  rw [h0] at hlim
  refine hlim.congr' ?_
  filter_upwards [eventually_gt_atTop (0 : ℝ)] with k hk
  simp only [Function.comp_apply, hφ, nescQuotient]
  rw [hE k hk, hN k hk, mul_div_mul_left _ _ (inv_ne_zero hk.ne'), div_right_comm]
  congr 1 <;> field_simp
```

For $Z>0$ the limit is negative. Multiplying back by $k\to\infty$ sends the energy to minus infinity. In Lean, `Tendsto … atTop atBot` says that the energy lies below any given bound once $k$ is large enough.

```lean
/-- Variational collapse of NESC with `U = 1`: for `Z, c > 0` the energy of any admissible trial
function tends to minus infinity as the function is contracted towards the nucleus. -/
theorem nesc_collapse {g : ℝ → ℝ} (hg : Admissible g) {Z c : ℝ} (hZ : 0 < Z) (hc : 0 < c) :
    Tendsto (fun k => nescQuotient Z c (contract k g)) atTop atBot := by
  have hd := (contDiff_one_iff_deriv.1 hg.smooth).2
  have hK := moment_pos hd hg.nonconst hg.kinetic
  have hB := moment_pos hd hg.nonconst hg.small
  have hneg : -(Z * moment (deriv g) 1 / moment (deriv g) 2) < 0 :=
    neg_lt_zero.2 (div_pos (mul_pos hZ hB) hK)
  refine ((collapse_rate hg Z hc).neg_mul_atTop hneg tendsto_id).congr' ?_
  filter_upwards [eventually_gt_atTop (0 : ℝ)] with k hk
  exact div_mul_cancel₀ _ hk.ne'
```

## Back to the Gaussians

```lean
/-- The s-type Gaussian `exp(-a r²)`. -/
def gaussian (a r : ℝ) : ℝ := Real.exp (-a * r ^ 2)
```

For $a=1$, $g'=-2rg$, so $g^2r^n=r^ne^{-2r^2}$ and $g'^2r^n=4r^{n+2}e^{-2r^2}$. Both are integrable for every natural $n$, and $g'(1)\neq0$.

```lean
/-- The Gaussian with unit exponent is an admissible trial function. -/
theorem gaussian_admissible : Admissible (gaussian 1) := by
  have hd : ∀ r, deriv (gaussian 1) r = -2 * r * gaussian 1 r := fun r => by
    have h : HasDerivAt (gaussian 1) (Real.exp (-1 * r ^ 2) * (-1 * (2 * r))) r :=
      (((hasDerivAt_pow 2 r).const_mul (-1)).exp).congr_deriv (by norm_num)
    rw [h.deriv, gaussian]
    ring
  have hsq : ∀ r, gaussian 1 r ^ 2 = Real.exp (-2 * r ^ 2) := fun r => by
    rw [gaussian, sq, ← Real.exp_add]
    congr 1
    ring
  have key : ∀ n : ℕ, IntegrableOn (fun r : ℝ => r ^ n * Real.exp (-2 * r ^ 2)) (Ioi 0) := by
    intro n
    have hn : (-1 : ℝ) < n := by
      have : (0 : ℝ) ≤ n := Nat.cast_nonneg n
      linarith
    have h := integrableOn_rpow_mul_exp_neg_mul_sq (b := 2) (by norm_num) hn
    simpa only [Real.rpow_natCast] using h
  have hg : ∀ n, FiniteMoment (gaussian 1) n := fun n => by
    refine (key n).congr_fun (fun r _ => ?_) measurableSet_Ioi
    simp only [hsq]
    ring
  have hg' : ∀ n, FiniteMoment (deriv (gaussian 1)) n := fun n => by
    refine IntegrableOn.congr_fun ((key (n + 2)).const_mul 4) (fun r _ => ?_) measurableSet_Ioi
    simp only [hd, mul_pow, hsq]
    ring
  refine ⟨?_, ⟨1, one_pos, ?_⟩, hg 2, hg 1, hg' 2, hg' 1⟩
  · show ContDiff ℝ 1 (fun r : ℝ => Real.exp (-1 * r ^ 2))
    fun_prop
  · rw [hd]
    exact mul_ne_zero (by norm_num) (Real.exp_pos _).ne'
```

Since $e^{-(\sqrt a\,r)^2}=e^{-ar^2}$ for $a\ge0$, raising the exponent from 1 to $a$ is a contraction by $k=\sqrt a$. As $\sqrt a\to\infty$ with $a$, the general theorem applies.

```lean
/-- For `Z, c > 0` the NESC energy with `U = 1` of the Gaussian `exp(-a r²)` tends to minus
infinity as the exponent `a` grows. -/
theorem gaussian_collapse {Z c : ℝ} (hZ : 0 < Z) (hc : 0 < c) :
    Tendsto (fun a => nescQuotient Z c (gaussian a)) atTop atBot := by
  refine ((nesc_collapse gaussian_admissible hZ hc).comp Real.tendsto_sqrt_atTop).congr' ?_
  filter_upwards [eventually_ge_atTop (0 : ℝ)] with a ha
  -- raising the exponent to `a` is a contraction by `√a`
  have h : contract (Real.sqrt a) (gaussian 1) = gaussian a := by
    funext r
    simp only [contract, gaussian]
    rw [mul_pow, Real.sq_sqrt ha]
    congr 1
    ring
  simp only [Function.comp_apply, h]

end

end NESCCollapse
```

```lean
#print axioms NESCCollapse.nesc_collapse
#print axioms NESCCollapse.gaussian_collapse
```

```
'NESCCollapse.nesc_collapse' depends on axioms: [propext, Classical.choice, Quot.sound]
'NESCCollapse.gaussian_collapse' depends on axioms: [propext, Classical.choice, Quot.sound]
```

## What the collapse means for a basis-set calculation

For one electron and a point nucleus, with $U$ held at 1, adding ever tighter s Gaussians to a basis drives the lowest eigenvalue down without limit, since that eigenvalue lies at or below the quotient of each basis function.

The step from here to NESC proper is the choice of $U$. There it is determined by the Dirac equation, whereas here it stays at 1 however strongly the function is contracted. The point nucleus matters too: if the potential is nowhere below $-V_0$, with $V_0$ a positive constant, the numerator is at least $-V_0D$ and the energy at least $-V_0$. For a heavy nucleus of finite size, however, $V_0$ is so large that the energy, though bounded, can still come out far below the Dirac value.
